# For a coupling integrand w + 2es, the integral from 0 to x less x times the integrand at x is −ex²

The theorem concerns an energy integrand that is linear in the coupling strength s, W(s) = w + 2es, where w, e and the upper coupling x are arbitrary real numbers. Let F(x) be the integral of W from zero coupling to x. The theorem says that the difference F(x) − xW(x) equals −ex². The linear form of W is assumed, and no Hamiltonian or wavefunction enters. The attempt sets out to prove F(x) = wx + ex² by splitting the integral into a constant and a linear part, then to substitute this into the definition and finish with algebra.

This version doesn't compile in Lean 4 with Mathlib:

```lean
import Mathlib

open Set

namespace CouplingMonotonicityConverse

noncomputable section

/-- The coupling-constant integral of the integrand `W` from zero coupling to coupling `x`. -/
def couplingIntegral (W : ℝ → ℝ) (x : ℝ) : ℝ := ∫ s in (0 : ℝ)..x, W s

/-- The coupling-independent energy `T(x) = F(x) - x W(x)` built from the integrand `W`. -/
def kineticPart (W : ℝ → ℝ) (x : ℝ) : ℝ := couplingIntegral W x - x * W x

/-- For the linear integrand `w + 2 e s`, the coupling-independent energy is `-e x²`. -/
theorem kineticPart_linear (w e x : ℝ) :
    kineticPart (fun s => w + 2 * e * s) x = -e * x ^ 2 := by
  have hF : couplingIntegral (fun s => w + 2 * e * s) x = w * x + e * x ^ 2 := by
    unfold couplingIntegral
    rw [intervalIntegral.integral_add (continuous_const.intervalIntegrable _ _)
      ((continuous_const.mul continuous_id).intervalIntegrable _ _),
      intervalIntegral.integral_const, intervalIntegral.integral_const_mul, integral_id,
      smul_eq_mul]
    ring
  unfold kineticPart
  rw [hF]
  ring

end

end CouplingMonotonicityConverse
```

Compiling this gives:

```
Main.lean:20:8: error: Tactic `rewrite` failed: Did not find an occurrence of the pattern
  ∫ (x : ℝ) in ?m.120..?m.121, ?m.92 + ((fun x => ?m.104) * id) x ∂?m.117
in the target expression
  ∫ (s : ℝ) in 0..x, (fun s => w + 2 * e * s) s = w * x + e * x ^ 2

w e x : ℝ
⊢ ∫ (s : ℝ) in 0..x, (fun s => w + 2 * e * s) s = w * x + e * x ^ 2
```

After these edits no error is left:

```diff
@@ -17,9 +17,15 @@
     kineticPart (fun s => w + 2 * e * s) x = -e * x ^ 2 := by
   have hF : couplingIntegral (fun s => w + 2 * e * s) x = w * x + e * x ^ 2 := by
-    unfold couplingIntegral
-    rw [intervalIntegral.integral_add (continuous_const.intervalIntegrable _ _)
-      ((continuous_const.mul continuous_id).intervalIntegrable _ _),
-      intervalIntegral.integral_const, intervalIntegral.integral_const_mul, integral_id,
-      smul_eq_mul]
+    have h1 : IntervalIntegrable (fun _ : ℝ => w) MeasureTheory.volume 0 x :=
+      continuous_const.intervalIntegrable _ _
+    have hc : Continuous (fun s : ℝ => 2 * e * s) := by fun_prop
+    have h2 : IntervalIntegrable (fun s : ℝ => 2 * e * s) MeasureTheory.volume 0 x :=
+      hc.intervalIntegrable _ _
+    have h3 : ∫ s in (0 : ℝ)..x, (w + 2 * e * s)
+        = (∫ _s in (0 : ℝ)..x, w) + ∫ s in (0 : ℝ)..x, 2 * e * s :=
+      intervalIntegral.integral_add h1 h2
+    change ∫ s in (0 : ℝ)..x, (w + 2 * e * s) = w * x + e * x ^ 2
+    rw [h3, intervalIntegral.integral_const, intervalIntegral.integral_const_mul,
+      integral_id, smul_eq_mul]
     ring
   unfold kineticPart
```

What went wrong. The error says that `rw` could not find the left side of `intervalIntegral.integral_add` in the goal. Lean had read the second summand off the proof `continuous_const.mul continuous_id`, which describes it as a product of two functions, a constant function and `id`, applied to the variable. The goal has the ordinary product `2 * e * s` instead. The two agree once the function product and `id` are unfolded, but `rw` does not unfold `id` when it looks for a match.

The repair writes the summands out. `hc` proves continuity of `fun s => 2 * e * s` in that form, and `h1` and `h2` give the integrability of the two parts. `h3` then states the split with the ordinary product, using `integral_add` as its proof.

The `change` line takes over from `unfold couplingIntegral`. It replaces the defined name by its integral, which `rw [h3]` needs to see, and also writes `(fun s => w + 2 * e * s) s` as `w + 2 * e * s`. That second step is only tidying, since `rw` can match through such an application. The remaining rewrites use the same lemmas as before.
